# A radial force $g(\|x\|)\,x$ with continuous $g$ has a potential, differentiable even at the origin

Let $g:\mathbb R\to\mathbb R$ be continuous and let $x$ be a vector in a real Hilbert space. The function

$$U(x)=-\int_0^{\|x\|} s\,g(s)\,ds$$

is differentiable at every $x$, including $x=0$, with gradient $-g(\|x\|)\,x$. The force $F(x)=g(\|x\|)\,x$ is therefore $-\nabla U$. When $F$ acts between two particles with separation $x$, $U$ is their interaction energy; if no other force acts on them, their total energy is conserved along the exact motion.

```lean
import Mathlib

open scoped InnerProductSpace

namespace RadialForceConservative

noncomputable section

variable {E : Type*} [NormedAddCommGroup E] [InnerProductSpace ℝ E]
```

`E` is the space of separation vectors: a real inner product space of any dimension, with $\mathbb R^3$ as the usual case.

```lean
/-- The radial force `g(‖x‖) x` at separation vector `x`. -/
def radialForce (g : ℝ → ℝ) (x : E) : E := g ‖x‖ • x
```

This is $F(x)=g(\|x\|)\,x$, with `•` for scalar multiplication. Thus $g$ is force divided by distance, and positive $g$ means repulsion. Continuity of $g$ at zero excludes the bare Coulomb and Lennard-Jones forces, which are singular at contact.

```lean
/-- The potential `U(x) = -∫₀^‖x‖ s g(s) ds`. -/
def radialPotential (g : ℝ → ℝ) (x : E) : ℝ := -∫ s in (0 : ℝ)..‖x‖, s * g s
```

This is $U$, with its zero fixed at the origin.

```lean
/-- The radial integral of `s g(s)` rewritten in terms of the squared distance `t = s²`. -/
theorem integral_squared_distance {g : ℝ → ℝ} (hg : Continuous g) {r : ℝ} (hr : 0 ≤ r) :
    ∫ s in (0 : ℝ)..r, s * g s = (1 / 2) * ∫ t in (0 : ℝ)..r ^ 2, g (√t) := by
  have hc : Continuous (fun t : ℝ => g (√t)) := hg.comp Real.continuous_sqrt
  have h := intervalIntegral.integral_comp_mul_deriv (a := 0) (b := r)
    (f := fun s : ℝ => s ^ 2) (f' := fun s : ℝ => 2 * s) (g := fun t : ℝ => g (√t))
    (fun s _ => by simpa using hasDerivAt_pow 2 s) (by fun_prop) hc
  -- on the integration range s ≥ 0, so √(s²) = s
  have e : ∫ s in (0 : ℝ)..r, ((fun t : ℝ => g (√t)) ∘ (fun s : ℝ => s ^ 2)) s * (2 * s)
      = ∫ s in (0 : ℝ)..r, 2 * (s * g s) := by
    apply intervalIntegral.integral_congr
    intro s hs
    rw [Set.uIcc_of_le hr] at hs
    change g (√(s ^ 2)) * (2 * s) = 2 * (s * g s)
    rw [Real.sqrt_sq hs.1]
    ring
  rw [intervalIntegral.integral_const_mul] at e
  have h3 : 2 * ∫ s in (0 : ℝ)..r, s * g s = ∫ t in (0 : ℝ) ^ 2..r ^ 2, g (√t) :=
    e.symm.trans h
  rw [zero_pow two_ne_zero] at h3
  linarith
```

For $r\ge 0$, substitute $t=s^2$, $dt=2s\,ds$:

$$\int_0^r s\,g(s)\,ds=\frac12\int_0^{r^2} g(\sqrt t)\,dt .$$

The library lemma `integral_comp_mul_deriv` performs the substitution. Step `e` replaces $\sqrt{s^2}$ by $s$, which is where $r\ge0$ is used.

```lean
/-- The differential of the potential at any `x` is `y ↦ -g(‖x‖) ⟪x, y⟫`. -/
theorem hasFDerivAt_radialPotential {g : ℝ → ℝ} (hg : Continuous g) (x : E) :
    HasFDerivAt (radialPotential g) (-(g ‖x‖) • innerSL ℝ x) x := by
  have hc : Continuous (fun t : ℝ => g (√t)) := hg.comp Real.continuous_sqrt
  have hG : HasDerivAt (fun q : ℝ => ∫ t in (0 : ℝ)..q, g (√t))
      (g (√(‖x‖ ^ 2))) (‖x‖ ^ 2) :=
    (hc.integral_hasStrictDerivAt 0 (‖x‖ ^ 2)).hasDerivAt
  rw [Real.sqrt_sq (norm_nonneg x)] at hG
  -- the squared norm is smooth everywhere, so the origin needs no separate treatment
  have hN := (hasStrictFDerivAt_norm_sq x).hasFDerivAt
  have h := (HasDerivAt.comp_hasFDerivAt (f := fun y : E => ‖y‖ ^ 2) x hG hN).const_mul
    (-(1 / 2) : ℝ)
  have hU : (radialPotential g : E → ℝ)
      = fun y => (-(1 / 2) : ℝ) * ∫ t in (0 : ℝ)..‖y‖ ^ 2, g (√t) := by
    funext y
    rw [radialPotential, integral_squared_distance hg (norm_nonneg y)]
    ring
  rw [hU]
  refine h.congr_fderiv ?_
  module
```

`HasFDerivAt` says that a function is differentiable at a point with the given linear map as its differential; `innerSL ℝ x` is the map $y\mapsto\langle x,y\rangle$.

Set $G(q)=\int_0^q g(\sqrt t)\,dt$, so that $U(x)=-\tfrac12G(\|x\|^2)$. By the fundamental theorem of calculus, $G'(q)=g(\sqrt q)$ (`hG`). The differential of $\|x\|^2$ is $y\mapsto 2\langle x,y\rangle$ (`hN`). The chain rule gives

$$dU_x(y)=-\tfrac12\,g(\|x\|)\,2\langle x,y\rangle=-g(\|x\|)\langle x,y\rangle .$$

Unless $E=\{0\}$, the norm itself has a kink at the origin; its square never does. Lean sets $\sqrt t=0$ for negative $t$, so $g(\sqrt t)$ is continuous on the whole line and $G$ has a two-sided derivative at $0$.

```lean
/-- For continuous `g`, at every point, the origin included, the radial potential is differentiable
and its gradient is minus the force. -/
theorem hasGradientAt_radialPotential [CompleteSpace E] {g : ℝ → ℝ} (hg : Continuous g)
    (x : E) : HasGradientAt (radialPotential g) (-radialForce g x) x := by
  rw [hasGradientAt_iff_hasFDerivAt]
  refine (hasFDerivAt_radialPotential hg x).congr_fderiv ?_
  ext y
  change -(g ‖x‖) * inner ℝ x y = inner ℝ (-(g ‖x‖ • x)) y
  rw [inner_neg_left, real_inner_smul_left]
  ring
```

The gradient is the vector whose inner product with $y$ equals $dU_x(y)$, here $-g(\|x\|)\,x=-F(x)$. `HasGradientAt` includes differentiability, and `CompleteSpace E` makes `E` a Hilbert space.

Continuity of $g$ matters. Take $g(s)=0$ for $s<1$ and $g(s)=1$ for $s\ge1$. Then $U=0$ for $\|x\|\le1$ and $U=-(\|x\|^2-1)/2$ beyond. At $\|x\|=1$ the radial slope jumps from $0$ to $-1$, so $U$ has no gradient there.

```lean
/-- Any potential of the radial force equals `radialPotential` up to an additive constant,
its value at the origin. -/
theorem potential_unique [CompleteSpace E] {g : ℝ → ℝ} (hg : Continuous g) {V : E → ℝ}
    (hV : ∀ x, HasGradientAt V (-radialForce g x) x) (x : E) :
    V x = radialPotential g x + V 0 := by
  have hd : ∀ y, HasFDerivAt (fun z => V z - radialPotential g z) (0 : E →L[ℝ] ℝ) y :=
    fun y => ((hV y).hasFDerivAt.sub
      (hasGradientAt_radialPotential hg y).hasFDerivAt).congr_fderiv (sub_self _)
  have h := is_const_of_fderiv_eq_zero (𝕜 := ℝ) (fun y => (hd y).differentiableAt)
    (fun y => (hd y).fderiv) x 0
  have h0 : radialPotential g (0 : E) = 0 := by simp [radialPotential]
  simp only [h0] at h
  linarith
```

If $\nabla V=-F$ everywhere, then $V-U$ has zero differential and is constant. Since $U(0)=0$, the constant is $V(0)$.

```lean
/-- For two particles with energy `U(x₁ - x₂)`, the gradients with respect to the two positions
are minus and plus the same pair force. -/
theorem pair_gradients [CompleteSpace E] {g : ℝ → ℝ} (hg : Continuous g) (x₁ x₂ : E) :
    HasGradientAt (fun y => radialPotential g (y - x₂)) (-radialForce g (x₁ - x₂)) x₁ ∧
    HasGradientAt (fun y => radialPotential g (x₁ - y)) (radialForce g (x₁ - x₂)) x₂ := by
  have hU := hasFDerivAt_radialPotential hg (x₁ - x₂)
  constructor
  · have hf : HasFDerivAt (fun y : E => y - x₂) (ContinuousLinearMap.id ℝ E) x₁ :=
      (hasFDerivAt_id x₁).sub_const x₂
    rw [hasGradientAt_iff_hasFDerivAt]
    refine (HasFDerivAt.comp x₁ hU hf).congr_fderiv ?_
    ext y
    change -(g ‖x₁ - x₂‖) * inner ℝ (x₁ - x₂) y = inner ℝ (-(g ‖x₁ - x₂‖ • (x₁ - x₂))) y
    rw [inner_neg_left, real_inner_smul_left]
    ring
  · have hf : HasFDerivAt (fun y : E => x₁ - y) (-ContinuousLinearMap.id ℝ E) x₂ :=
      (hasFDerivAt_id x₂).const_sub x₁
    rw [hasGradientAt_iff_hasFDerivAt]
    refine (HasFDerivAt.comp x₂ hU hf).congr_fderiv ?_
    ext y
    change -(g ‖x₁ - x₂‖) * inner ℝ (x₁ - x₂) (-y) = inner ℝ (g ‖x₁ - x₂‖ • (x₁ - x₂)) y
    rw [inner_neg_right, real_inner_smul_left]
    ring
```

For pair energy $U(x_1-x_2)$, the inner differential is $+1$ when $x_1$ varies and $-1$ when $x_2$ varies. The gradients are $-F(x_1-x_2)$ and $+F(x_1-x_2)$, so the forces on the two particles are opposite.

```lean
/-- Along a moving point, the potential changes at minus the rate at which the force does work. -/
theorem hasDerivAt_potential_along {g : ℝ → ℝ} (hg : Continuous g) {x : ℝ → E} {v : E} {t : ℝ}
    (hx : HasDerivAt x v t) :
    HasDerivAt (fun s => radialPotential g (x s)) (-inner ℝ (radialForce g (x t)) v) t := by
  refine ((hasFDerivAt_radialPotential hg (x t)).comp_hasDerivAt t hx).congr_deriv ?_
  change -(g ‖x t‖) * inner ℝ (x t) v = -inner ℝ (g ‖x t‖ • x t) v
  rw [real_inner_smul_left]
  ring
```

If $x(t)$ has velocity $v$ at time $t$, the chain rule gives $\frac{d}{dt}U(x(t))=-\langle F(x(t)),v\rangle$: the potential falls at the rate at which the force does work.

```lean
/-- The work of the radial force along a continuously differentiable path is the potential at
the start minus the potential at the end. -/
theorem work_eq_potential_drop {g : ℝ → ℝ} (hg : Continuous g) {x v : ℝ → E}
    (hx : ∀ t, HasDerivAt x (v t) t) (hv : Continuous v) (a b : ℝ) :
    ∫ t in a..b, inner ℝ (radialForce g (x t)) (v t)
      = radialPotential g (x a) - radialPotential g (x b) := by
  have hxc : Continuous x := continuous_iff_continuousAt.2 fun t => (hx t).continuousAt
  have hF : Continuous (fun t => radialForce g (x t)) := (hg.comp hxc.norm).smul hxc
  have hd : ∀ t ∈ Set.uIcc a b, HasDerivAt (fun s => -radialPotential g (x s))
      (inner ℝ (radialForce g (x t)) (v t)) t := fun t _ =>
    (hasDerivAt_potential_along hg (hx t)).fun_neg.congr_deriv (neg_neg _)
  rw [intervalIntegral.integral_eq_sub_of_hasDerivAt hd
    ((hF.inner hv).intervalIntegrable a b)]
  ring
```

Integrating that identity gives

$$\int_a^b\langle F(x(t)),v(t)\rangle\,dt=U(x(a))-U(x(b)).$$

Continuity of $v$ makes the power continuous and hence integrable. The work depends only on the endpoints.

```lean
/-- For two particles moving by Newton's equations under the radial pair force with continuous `g`,
the total kinetic plus potential energy is constant in time. -/
theorem two_body_energy_conserved {g : ℝ → ℝ} (hg : Continuous g) (m₁ m₂ : ℝ)
    {x₁ x₂ v₁ v₂ a₁ a₂ : ℝ → E}
    (hx₁ : ∀ t, HasDerivAt x₁ (v₁ t) t) (hx₂ : ∀ t, HasDerivAt x₂ (v₂ t) t)
    (hv₁ : ∀ t, HasDerivAt v₁ (a₁ t) t) (hv₂ : ∀ t, HasDerivAt v₂ (a₂ t) t)
    (newton₁ : ∀ t, m₁ • a₁ t = radialForce g (x₁ t - x₂ t))
    (newton₂ : ∀ t, m₂ • a₂ t = -radialForce g (x₁ t - x₂ t)) (t s : ℝ) :
    m₁ / 2 * ‖v₁ t‖ ^ 2 + m₂ / 2 * ‖v₂ t‖ ^ 2 + radialPotential g (x₁ t - x₂ t)
      = m₁ / 2 * ‖v₁ s‖ ^ 2 + m₂ / 2 * ‖v₂ s‖ ^ 2 + radialPotential g (x₁ s - x₂ s) := by
  have hE : ∀ t, HasDerivAt (fun t => m₁ / 2 * ‖v₁ t‖ ^ 2 + m₂ / 2 * ‖v₂ t‖ ^ 2
      + radialPotential g (x₁ t - x₂ t)) 0 t := by
    intro t
    have hU := hasDerivAt_potential_along hg ((hx₁ t).fun_sub (hx₂ t))
    refine ((((hv₁ t).norm_sq.const_mul (m₁ / 2)).fun_add
      ((hv₂ t).norm_sq.const_mul (m₂ / 2))).fun_add hU).congr_deriv ?_
    -- the power delivered to each particle, from Newton's equations
    have e₁ : m₁ * inner ℝ (v₁ t) (a₁ t)
        = inner ℝ (radialForce g (x₁ t - x₂ t)) (v₁ t) := by
      rw [← real_inner_smul_right, newton₁, real_inner_comm]
    have e₂ : m₂ * inner ℝ (v₂ t) (a₂ t)
        = -inner ℝ (radialForce g (x₁ t - x₂ t)) (v₂ t) := by
      rw [← real_inner_smul_right, newton₂, inner_neg_right, real_inner_comm]
    rw [inner_sub_right]
    linear_combination e₁ + e₂
  exact is_const_of_deriv_eq_zero (fun t => (hE t).differentiableAt)
    (fun t => (hE t).deriv) t s
```

The hypotheses say that $v_i$ and $a_i$ are the velocity and acceleration of particle $i$ at all times, and that $m_1a_1=F$ and $m_2a_2=-F$, with $F$ evaluated at $x_1-x_2$. Existence of such a trajectory is assumed. Differentiating the total energy gives

$$m_1\langle v_1,a_1\rangle+m_2\langle v_2,a_2\rangle-\langle F,v_1-v_2\rangle .$$

By Newton's equations the first two terms are $\langle F,v_1\rangle$ (`e₁`) and $-\langle F,v_2\rangle$ (`e₂`), so the sum vanishes; `linear_combination e₁ + e₂` does this cancellation. A function with zero derivative is constant, so the energies at times $t$ and $s$ agree. The theorem concerns continuous time and gives no bound on the energy drift of a time-stepping integrator.

```lean
omit [InnerProductSpace ℝ E] in
/-- For the linear spring force `-k x` the potential is `k ‖x‖² / 2`. -/
theorem spring_potential (k : ℝ) (x : E) :
    radialPotential (fun _ => -k) x = k / 2 * ‖x‖ ^ 2 := by
  rw [radialPotential, intervalIntegral.integral_mul_const, integral_id]
  ring

end

end RadialForceConservative
```

For constant $g=-k$ the force is $-kx$, and $U(x)=k\int_0^{\|x\|}s\,ds=\tfrac k2\|x\|^2$, the harmonic energy of a spring with zero rest length.

```lean
#print axioms RadialForceConservative.hasGradientAt_radialPotential
#print axioms RadialForceConservative.potential_unique
#print axioms RadialForceConservative.two_body_energy_conserved
#print axioms RadialForceConservative.spring_potential
```

```
'RadialForceConservative.hasGradientAt_radialPotential' depends on axioms: [propext, Classical.choice, Quot.sound]
'RadialForceConservative.potential_unique' depends on axioms: [propext, Classical.choice, Quot.sound]
'RadialForceConservative.two_body_energy_conserved' depends on axioms: [propext, Classical.choice, Quot.sound]
'RadialForceConservative.spring_potential' depends on axioms: [propext, Classical.choice, Quot.sound]
```
